# On a k-mesh obeying the shell condition, the phase change \(t_{kb}\to t_{kb}-b\cdot R\) moves the Wannier centre by \(R\) and preserves the spread

Take one dimension, one k-point and two neighbour vectors \(b=\pm s\) with \(s\neq 0\), each with weight \(1/(2s^2)\). The overlap of the cell-periodic states at \(k\) and \(k\pm s\) has modulus \(a_\pm\) and phase \(t_\pm\). The finite-difference centre of the Wannier function is

\[
r=-\frac{1}{2s^2}\,(s\,t_+-s\,t_-)=-\frac{t_+-t_-}{2s}.
\]

Now replace \(t_\pm\) by \(t_\pm\mp sR\). The difference \(t_+-t_-\) drops by \(2sR\), so \(r\) becomes \(r+R\). The second moment \(\frac{1}{2s^2}\sum_\pm(1-a_\pm^2+t_\pm^2)\) changes by

\[
\frac{1}{2s^2}\left(-2sR\,t_++2sR\,t_-+2s^2R^2\right)=2rR+R^2,
\]

which is exactly \((r+R)^2-r^2\). The spread, second moment minus \(r^2\), is unchanged. The general case works the same way, with the shell condition \(\sum_b w_b\,b\,b^{T}=I\) supplying the sums over \(b\).

For finite-mesh Wannier calculations this means that the spread of a single function does not depend on the unit cell in which it is placed, provided its link phases are shifted without being wrapped back by \(2\pi\).

## Centre, second moment and spread

```lean
import Mathlib

open Matrix

namespace WannierTranslation

noncomputable section

variable {K B ι : Type*} [Fintype K] [Fintype B] [Fintype ι]
```

The three finite types label the k-points (`K`), the neighbour vectors (`B`) and the Cartesian directions (`ι`), so the dimension is arbitrary. The dot product is written `⬝ᵥ`.

```lean
/-- The Wannier centre `r = -(1/N) ∑ w_b b t_kb` computed from the link phases `t`. -/
def center (w : B → ℝ) (v : B → ι → ℝ) (t : K → B → ℝ) : ι → ℝ :=
  fun i => -(1 / (Fintype.card K : ℝ)) * ∑ k, ∑ b, w b * v b i * t k b
```

Here `w b` is \(w_b\), `v b i` is the component \(b_i\), and `t k b` is \(t_{kb}\). With \(N\) the number of k-points, the definition reads

\[
r_i=-\frac1N\sum_{k,b}w_b\,b_i\,t_{kb}.
\]

The phases are arbitrary real numbers. No logarithm is taken, so the choice of branch is left to whoever supplies the phases.

```lean
/-- The discrete second moment `(1/N) ∑ w_b (1 - a_kb² + t_kb²)`. -/
def secondMoment (w : B → ℝ) (a t : K → B → ℝ) : ℝ :=
  1 / (Fintype.card K : ℝ) * ∑ k, ∑ b, w b * (1 - a k b ^ 2 + t k b ^ 2)
```

This is \(\frac1N\sum_{k,b}w_b(1-a_{kb}^2+t_{kb}^2)\), the mesh version of \(\langle r^2\rangle\). The moduli `a` are also arbitrary real numbers for now.

```lean
/-- The spread: the second moment minus the squared length of the centre. -/
def spread (w : B → ℝ) (v : B → ι → ℝ) (a t : K → B → ℝ) : ℝ :=
  secondMoment w a t - center w v t ⬝ᵥ center w v t
```

The spread is the second moment minus \(|r|^2\).

## How a translation acts on the link phases

```lean
/-- The change of link phases `t_kb ↦ t_kb - b·R`. -/
def translate (v : B → ι → ℝ) (R : ι → ℝ) (t : K → B → ℝ) : K → B → ℝ :=
  fun k b => t k b - v b ⬝ᵥ R
```

`translate v R t` is the new set of phases \(t_{kb}-b\cdot R\). The vector \(R\) may be any real vector.

```lean
/-- The phase factor `exp(-i k·R)`. -/
def blochPhase (k R : ι → ℝ) : ℂ :=
  Complex.exp (-((k ⬝ᵥ R : ℝ) : ℂ) * Complex.I)
```

Moving a Wannier function by a lattice vector \(R\) multiplies its Bloch state at \(k\) by \(e^{-ik\cdot R}\). For such \(R\) the factor does not change when \(k+b\) is folded back into the Brillouin zone by a reciprocal lattice vector. The definition itself accepts any real vector \(R\).

```lean
/-- Attaching `exp(-i k·R)` to the state at `k` and `exp(-i (k + b)·R)` to the state at `k + b`
multiplies their overlap by `exp(-i b·R)`. -/
theorem overlap_translate {E : Type*} [NormedAddCommGroup E] [InnerProductSpace ℂ E]
    (k b R : ι → ℝ) (u u' : E) :
    inner ℂ (blochPhase k R • u) (blochPhase (k + b) R • u') =
      blochPhase b R * inner ℂ u u' := by
  unfold blochPhase
  rw [inner_smul_left, inner_smul_right, ← Complex.exp_conj, ← mul_assoc, ← Complex.exp_add]
  congr 2
  simp only [map_mul, map_neg, Complex.conj_ofReal, Complex.conj_I, add_dotProduct,
    Complex.ofReal_add]
  ring
```

In a Lean theorem, the hypotheses stand before the colon, the claim after it, and the proof after `:=`. This one says

\[
\langle e^{-ik\cdot R}u\,|\,e^{-i(k+b)\cdot R}u'\rangle
=e^{ik\cdot R}e^{-i(k+b)\cdot R}\langle u|u'\rangle
=e^{-ib\cdot R}\langle u|u'\rangle .
\]

The inner product is conjugate-linear in its first argument, as in Dirac notation. The proof pulls out both factors, merges the exponentials and lets `ring` compare the exponents. The modulus of the overlap is therefore unchanged and its phase falls by \(b\cdot R\), which motivates `translate`.

```lean
/-- The projection of the centre on a vector `R` is `-(1/N) ∑ w_b t_kb (b·R)`. -/
theorem center_dot (w : B → ℝ) (v : B → ι → ℝ) (t : K → B → ℝ) (R : ι → ℝ) :
    center w v t ⬝ᵥ R =
      -(1 / (Fintype.card K : ℝ)) * ∑ k, ∑ b, w b * t k b * (v b ⬝ᵥ R) := by
  simp only [dotProduct, center, Finset.mul_sum, Finset.sum_mul]
  rw [Finset.sum_comm]
  refine Finset.sum_congr rfl fun k _ => ?_
  rw [Finset.sum_comm]
  refine Finset.sum_congr rfl fun b _ => Finset.sum_congr rfl fun i _ => ?_
  ring
```

Exchanging the order of the finite sums gives

\[
r\cdot R=-\frac1N\sum_{k,b}w_b\,t_{kb}\,(b\cdot R).
\]

`Finset.sum_comm` performs the exchange.

## What the shell condition supplies

```lean
variable [DecidableEq ι]

/-- The shell condition `∑ w_b b bᵀ = I` on the weights and vectors of a k-mesh. -/
def IsComplete (w : B → ℝ) (v : B → ι → ℝ) : Prop :=
  ∀ i j, ∑ b, w b * v b i * v b j = if i = j then 1 else 0
```

`IsComplete w v` is the condition \(\sum_b w_b\,b_ib_j=\delta_{ij}\). Physically, it makes the finite-difference gradient on the mesh exact for functions linear in \(k\).

```lean
variable {w : B → ℝ} {v : B → ι → ℝ}

/-- A complete shell reproduces every vector: `∑ w_b b (b·R) = R`. -/
theorem shell_resolves (h : IsComplete w v) (R : ι → ℝ) (i : ι) :
    ∑ b, w b * v b i * (v b ⬝ᵥ R) = R i := by
  have h' : ∀ j, ∑ b, w b * v b i * v b j = if i = j then 1 else 0 := h i
  simp only [dotProduct, Finset.mul_sum]
  rw [Finset.sum_comm]
  calc _ = ∑ j, (∑ b, w b * v b i * v b j) * R j := by
        refine Finset.sum_congr rfl fun j _ => ?_
        rw [Finset.sum_mul]
        exact Finset.sum_congr rfl fun b _ => by ring
    _ = R i := by
        simp only [h']
        simp
```

Written out, the argument is

\[
\sum_b w_b\,b_i\,(b\cdot R)=\sum_j\Big(\sum_b w_b\,b_ib_j\Big)R_j=\sum_j\delta_{ij}R_j=R_i .
\]

The `calc` block follows these equalities in order.

```lean
/-- A complete shell reproduces squared lengths: `∑ w_b (b·R)² = |R|²`. -/
theorem shell_norm (h : IsComplete w v) (R : ι → ℝ) :
    ∑ b, w b * (v b ⬝ᵥ R) ^ 2 = R ⬝ᵥ R := by
  calc _ = ∑ b, ∑ i, (w b * v b i * (v b ⬝ᵥ R)) * R i := by
        refine Finset.sum_congr rfl fun b _ => ?_
        calc w b * (v b ⬝ᵥ R) ^ 2 = (w b * (v b ⬝ᵥ R)) * ∑ i, v b i * R i := by
              change _ = (w b * (v b ⬝ᵥ R)) * (v b ⬝ᵥ R)
              ring
          _ = _ := by
              rw [Finset.mul_sum]
              exact Finset.sum_congr rfl fun i _ => by ring
    _ = ∑ i, (∑ b, w b * v b i * (v b ⬝ᵥ R)) * R i := by
        rw [Finset.sum_comm]
        simp only [Finset.sum_mul]
    _ = R ⬝ᵥ R := by
        simp only [shell_resolves h R]
        rfl
```

Multiplying the previous identity by \(R_i\) and summing over \(i\) gives \(\sum_b w_b(b\cdot R)^2=|R|^2\). The proof splits one factor \(b\cdot R\) into components and then applies `shell_resolves`.

## The shift and the cancellation

```lean
/-- On a complete shell, `t_kb ↦ t_kb - b·R` changes the second moment by `2 r·R + |R|²`. -/
theorem secondMoment_translate [Nonempty K] (h : IsComplete w v) (a t : K → B → ℝ)
    (R : ι → ℝ) :
    secondMoment w a (translate v R t) =
      secondMoment w a t + 2 * (center w v t ⬝ᵥ R) + R ⬝ᵥ R := by
  have hN : (Fintype.card K : ℝ) ≠ 0 := Nat.cast_ne_zero.mpr Fintype.card_ne_zero
  have hN1 : 1 / (Fintype.card K : ℝ) * (Fintype.card K : ℝ) = 1 := one_div_mul_cancel hN
  -- expand the square at each k-point
  have key : ∀ k, ∑ b, w b * (1 - a k b ^ 2 + (t k b - v b ⬝ᵥ R) ^ 2) =
      ∑ b, w b * (1 - a k b ^ 2 + t k b ^ 2)
        - 2 * ∑ b, w b * t k b * (v b ⬝ᵥ R) + R ⬝ᵥ R := by
    intro k
    rw [← shell_norm h R, Finset.mul_sum, ← Finset.sum_sub_distrib, ← Finset.sum_add_distrib]
    exact Finset.sum_congr rfl fun b _ => by ring
  rw [center_dot]
  simp only [secondMoment, translate, key, Finset.sum_add_distrib, Finset.sum_sub_distrib,
    ← Finset.mul_sum, Finset.sum_const, Finset.card_univ, nsmul_eq_mul]
  linear_combination (R ⬝ᵥ R) * hN1
```

Expand the square at each k-point:

\[
(t_{kb}-b\cdot R)^2=t_{kb}^2-2t_{kb}\,(b\cdot R)+(b\cdot R)^2 .
\]

After weighting, summing over \(b\) and averaging over \(k\), the middle term becomes \(2\,r\cdot R\) by `center_dot`, and the last becomes \(|R|^2\) by `shell_norm`. The intermediate statement `key` is the expansion at fixed \(k\). The final `linear_combination` uses \(\frac1N\cdot N=1\), which needs at least one k-point; that is the role of `[Nonempty K]`.

```lean
/-- On a complete shell, replacing `t_kb` by `t_kb - b·R` shifts the Wannier centre by `R` and
preserves the spread. -/
theorem center_and_spread_translate [Nonempty K] (h : IsComplete w v) (a t : K → B → ℝ)
    (R : ι → ℝ) :
    center w v (translate v R t) = center w v t + R ∧
      spread w v a (translate v R t) = spread w v a t := by
  have hN : (Fintype.card K : ℝ) ≠ 0 := Nat.cast_ne_zero.mpr Fintype.card_ne_zero
  have hN1 : 1 / (Fintype.card K : ℝ) * (Fintype.card K : ℝ) = 1 := one_div_mul_cancel hN
  have hc : center w v (translate v R t) = center w v t + R := by
    ext i
    have e := shell_resolves h R i
    have key : ∀ k, ∑ b, w b * v b i * (t k b - v b ⬝ᵥ R) =
        ∑ b, w b * v b i * t k b - R i := by
      intro k
      simp only [mul_sub, Finset.sum_sub_distrib, e]
    simp only [center, translate, Pi.add_apply, key, Finset.sum_sub_distrib,
      Finset.sum_const, Finset.card_univ, nsmul_eq_mul]
    linear_combination R i * hN1
  refine ⟨hc, ?_⟩
  -- the growth of the second moment cancels that of the squared centre
  unfold spread
  rw [secondMoment_translate h, hc]
  simp only [add_dotProduct, dotProduct_add]
  rw [dotProduct_comm R (center w v t)]
  ring
```

This is the main theorem. The symbol `∧` means "and": the centre moves by \(R\), and the spread stays the same. For the centre,

\[
r_i'=-\frac1N\sum_{k,b}w_b\,b_i\,(t_{kb}-b\cdot R)=r_i+\frac1N\sum_k R_i=r_i+R_i ,
\]

where `shell_resolves` evaluates the sum over \(b\). In Lean, `ext i` reduces the equality of vectors to one component. For the spread, call the second moment \(S\). Then

\[
S+2r\cdot R+|R|^2-|r+R|^2=S-|r|^2 ,
\]

which `ring` confirms once the dot products are expanded.

Without the shell condition both claims can fail. In the opening example, double the weights to \(1/s^2\), so that \(\sum_b w_b b^2=2\), and set \(t_\pm=0\), \(a_\pm=1\). Centre and spread both start at zero. After the phase change with \(R\neq0\), the centre is \(2R\), the second moment is \(2R^2\), and the spread is \(2R^2-4R^2=-2R^2\).

## Two contributions to the spread

```lean
/-- On a complete shell, the spread is the sum of a part from the link moduli and a part from the
deviations of the link phases from `-b·r`. -/
theorem spread_decomposition [Nonempty K] (h : IsComplete w v) (a t : K → B → ℝ) :
    spread w v a t =
      1 / (Fintype.card K : ℝ) * ∑ k, ∑ b, w b * (1 - a k b ^ 2) +
      1 / (Fintype.card K : ℝ) * ∑ k, ∑ b, w b * (t k b + v b ⬝ᵥ center w v t) ^ 2 := by
  -- translate the centre to the origin
  obtain ⟨h1, h2⟩ := center_and_spread_translate h a t (-center w v t)
  rw [add_neg_cancel] at h1
  rw [← h2, spread, h1]
  simp only [secondMoment, translate, dotProduct_neg, sub_neg_eq_add, zero_dotProduct,
    sub_zero, mul_add, Finset.sum_add_distrib]
```

Choose \(R=-r\). The new centre is zero, the new phases are \(t_{kb}+b\cdot r\), and the spread has not changed, so it equals the new second moment:

\[
\frac1N\sum_{k,b}w_b(1-a_{kb}^2)+\frac1N\sum_{k,b}w_b\,(t_{kb}+b\cdot r)^2 .
\]

The first part measures the loss of overlap between neighbouring states; the second measures how far the phases depart from \(-b\cdot r\). The `obtain` line applies the main theorem with `-center w v t` as the translation.

```lean
/-- For a complete shell with positive weights, and moduli between 0 and 1, the spread vanishes
exactly when every modulus is 1 and every link phase equals `-b·r`. -/
theorem spread_eq_zero_iff [Nonempty K] (h : IsComplete w v) (hw : ∀ b, 0 < w b)
    (a t : K → B → ℝ) (ha0 : ∀ k b, 0 ≤ a k b) (ha1 : ∀ k b, a k b ≤ 1) :
    spread w v a t = 0 ↔ ∀ k b, a k b = 1 ∧ t k b = -(v b ⬝ᵥ center w v t) := by
  have hN : (Fintype.card K : ℝ) ≠ 0 := Nat.cast_ne_zero.mpr Fintype.card_ne_zero
  have hA : ∀ k b, 0 ≤ w b * (1 - a k b ^ 2) := fun k b =>
    mul_nonneg (hw b).le (by nlinarith [ha0 k b, ha1 k b])
  have hT : ∀ k b, 0 ≤ w b * (t k b + v b ⬝ᵥ center w v t) ^ 2 := fun k b =>
    mul_nonneg (hw b).le (sq_nonneg _)
  rw [spread_decomposition h, ← mul_add]
  simp only [← Finset.sum_add_distrib]
  constructor
  · intro h0 k b
    -- a vanishing sum of nonnegative terms vanishes term by term
    have h1 := (mul_eq_zero.mp h0).resolve_left (one_div_ne_zero hN)
    have h2 := (Finset.sum_eq_zero_iff_of_nonneg (fun k _ =>
      Finset.sum_nonneg fun b _ => add_nonneg (hA k b) (hT k b))).mp h1 k (Finset.mem_univ k)
    have h3 := (Finset.sum_eq_zero_iff_of_nonneg (fun b _ =>
      add_nonneg (hA k b) (hT k b))).mp h2 b (Finset.mem_univ b)
    have h4 : w b * (1 - a k b ^ 2) = 0 := by linarith [hA k b, hT k b]
    have h5 : w b * (t k b + v b ⬝ᵥ center w v t) ^ 2 = 0 := by linarith [hA k b, hT k b]
    have h6 := (mul_eq_zero.mp h4).resolve_left (hw b).ne'
    have h7 := (pow_eq_zero_iff two_ne_zero).mp ((mul_eq_zero.mp h5).resolve_left (hw b).ne')
    refine ⟨le_antisymm (ha1 k b) ?_, by linarith⟩
    nlinarith [mul_nonneg (ha0 k b) (sub_nonneg.mpr (ha1 k b))]
  · intro H
    rw [Finset.sum_eq_zero, mul_zero]
    intro k _
    refine Finset.sum_eq_zero fun b _ => ?_
    obtain ⟨h1, h2⟩ := H k b
    have h3 : t k b + v b ⬝ᵥ center w v t = 0 := by linarith
    rw [h1, h3]
    ring
```

Two further hypotheses enter. The moduli lie in \([0,1]\), as they do for overlaps of normalised states. The weights are positive, which the shell condition alone does not guarantee.

Every term in the decomposition is then non-negative. If the spread is zero, each term is zero, and dividing by \(w_b>0\) gives \(a_{kb}^2=1\) and \(t_{kb}=-b\cdot r\). Since \(a_{kb}\geq0\), the modulus is 1. Conversely, these values make every term vanish. The two bullets after `constructor` are these two directions, and `Finset.sum_eq_zero_iff_of_nonneg` passes from a vanishing sum to vanishing terms.

## A shell that satisfies the condition in any dimension

```lean
/-- The simple cubic shell: the vectors `±s e_j` along each axis. -/
def cubicShell (s : ℝ) (p : ι × Bool) : ι → ℝ :=
  fun i => if i = p.1 then (if p.2 = true then s else -s) else 0
```

A neighbour is labelled by a pair `p`: an axis `p.1` and a sign `p.2`. The vector has component \(+s\) or \(-s\) along that axis and zero along the others.

```lean
/-- The simple cubic shell with mesh spacing `s` and equal weights `1/(2s²)` satisfies the
shell condition. -/
theorem cubicShell_witness (s : ℝ) (hs : s ≠ 0) :
    IsComplete (fun _ : ι × Bool => 1 / (2 * s ^ 2)) (cubicShell s) := by
  have e : 1 / (2 * s ^ 2) * (2 * s ^ 2) = 1 := one_div_mul_cancel (by positivity)
  intro i j
  calc _ = ∑ x, if i = x then (if i = j then (1 : ℝ) else 0) else 0 := by
        rw [Fintype.sum_prod_type]
        refine Finset.sum_congr rfl fun x _ => ?_
        rw [Fintype.sum_bool]
        by_cases hi : i = x
        · subst hi
          by_cases hj : i = j
          · subst hj
            simp only [cubicShell, eq_self, Bool.false_eq_true, if_true, if_false]
            linear_combination e
          · simp [cubicShell, hj, Ne.symm hj]
        · simp [cubicShell, hi]
    _ = _ := by simp

end

end WannierTranslation
```

The spacing must be nonzero, which is the hypothesis `hs`. With all weights equal to \(1/(2s^2)\), the sum for \(i=j\) receives contributions only from the two vectors along axis \(i\):

\[
\frac{1}{2s^2}\left(s^2+s^2\right)=1 .
\]

For \(i\neq j\), each vector has a zero in at least one of the two components, so the sum is zero. The proof makes the same distinctions with `by_cases`, first asking whether the vector lies along axis \(i\), then whether \(i=j\). In one dimension this is the shell of the opening example.

```lean
#print axioms WannierTranslation.overlap_translate
-- 'WannierTranslation.overlap_translate' depends on axioms: [propext, Classical.choice, Quot.sound]
#print axioms WannierTranslation.center_and_spread_translate
-- 'WannierTranslation.center_and_spread_translate' depends on axioms: [propext, Classical.choice, Quot.sound]
#print axioms WannierTranslation.spread_eq_zero_iff
-- 'WannierTranslation.spread_eq_zero_iff' depends on axioms: [propext, Classical.choice, Quot.sound]
```
